# Coupling a non-interacting impurity level to a finite Hermitian host changes the host trace of the Green function by \(-D'(z)g(z)\)

To find how an impurity level alters the density of states of its host, a calculation can evaluate two scalar functions at \(z=E+i\eta\), \(\eta>0\), and skip computing the full Green function of the coupled system. Let the host have levels \(\varepsilon_k\), coupled to the impurity level \(e\) by amplitudes \(v_k\) in the host eigenbasis. Then

\[
D(z)=\sum_k\frac{|v_k|^2}{z-\varepsilon_k},\qquad
D'(z)=-\sum_k\frac{|v_k|^2}{(z-\varepsilon_k)^2},\qquad
g(z)=\frac1{z-e-D(z)}.
\]

The broadened host density of states changes by \(\frac1\pi\operatorname{Im}[D'(z)g(z)]\), and the impurity itself contributes \(-\frac1\pi\operatorname{Im}g(z)\). For a finite, non-interacting model with one impurity orbital at zero temperature, integrating the two terms up to a Fermi level held fixed separates, as \(\eta\to0\), the number of electrons on the impurity from the number displaced in the host.

## The coupled Hamiltonian and its traces

The host orbitals are indexed by a finite type `n`, in an orthonormal basis.

In Lean 4 with Mathlib:

```lean
import Mathlib

open Matrix Filter Topology
open scoped ComplexOrder

namespace ImpurityHostCompensation

noncomputable section

variable {n : Type*} [Fintype n] [DecidableEq n]
```

The Green function of a matrix \(A\) is \((z-A)^{-1}\).

```lean
/-- The Green function `(z - A)⁻¹` of a finite matrix `A`, for `z` not an eigenvalue of `A`. -/
def green (A : Matrix n n ℂ) (z : ℂ) : Matrix n n ℂ := (z • (1 : Matrix n n ℂ) - A)⁻¹
```

For a host Hamiltonian \(H_0\), write \(G_0(z)=(z-H_0)^{-1}\). The hybridization is \(D(z)=v^*G_0(z)v\), where `star` conjugates the left-hand vector.

```lean
/-- The hybridization function `D(z) = v* (z - H0)⁻¹ v`, for `z` not an eigenvalue of `H0`. -/
def hybridization (H0 : Matrix n n ℂ) (v : n → ℂ) (z : ℂ) : ℂ :=
  star v ⬝ᵥ (green H0 z *ᵥ v)
```

The impurity adds one normalised orbital, orthogonal to the host orbitals and indexed by `Unit`, with a real level \(e\):

\[
H=\begin{pmatrix}e&v^*\\v&H_0\end{pmatrix}.
\]

```lean
/-- One impurity level `e` coupled by the amplitudes `v` to a host with Hamiltonian `H0`. -/
def hamiltonian (e : ℝ) (v : n → ℂ) (H0 : Matrix n n ℂ) : Matrix (Unit ⊕ n) (Unit ⊕ n) ℂ :=
  fromBlocks (of fun _ _ => (e : ℂ)) (of fun _ j => star (v j)) (of fun i _ => v i) H0
```

With \(G(z)=(z-H)^{-1}\), the impurity entry is \(g(z)\); `Sum.inl` selects the impurity and `Sum.inr` the host.

```lean
/-- The impurity entry `g(z)` of the Green function of the coupled system, for `z` not an
eigenvalue of the coupled Hamiltonian. -/
def impurityGreen (e : ℝ) (v : n → ℂ) (H0 : Matrix n n ℂ) (z : ℂ) : ℂ :=
  green (hamiltonian e v H0) z (Sum.inl ()) (Sum.inl ())
```

The host response is the trace of the host block of \(G\) minus \(\operatorname{Tr}G_0\). It is a complex number at a single \(z\); a charge requires its imaginary part, integrated over the occupied energies.

```lean
/-- The host-block trace of the coupled Green function minus the trace of the Green function of
the bare host, for `z` not an eigenvalue of either Hamiltonian. -/
def hostChange (e : ℝ) (v : n → ℂ) (H0 : Matrix n n ℂ) (z : ℂ) : ℂ :=
  ∑ i, green (hamiltonian e v H0) z (Sum.inr i) (Sum.inr i) - (green H0 z).trace
```

## The slope of the hybridization

Suppose \(A\) is Hermitian and \((z-A)x=0\) with \(x\ne0\). Evaluating \(x^*Ax\) in two ways gives \(\bar z\,x^*x=z\,x^*x\). Cancelling \(x^*x\ne0\) makes \(z\) real, so \(z-A\) is invertible for every nonreal \(z\).

```lean
/-- For Hermitian `A` and nonreal `z`, the matrix `z - A` has nonzero determinant. -/
theorem det_ne_zero {A : Matrix n n ℂ} (hA : A.IsHermitian) {z : ℂ} (hz : z.im ≠ 0) :
    (z • (1 : Matrix n n ℂ) - A).det ≠ 0 := by
  intro h
  obtain ⟨x, hx0, hx⟩ := Matrix.exists_mulVec_eq_zero_iff.mpr h
  have hx' : A *ᵥ x = z • x := by
    rw [Matrix.sub_mulVec, Matrix.smul_mulVec, Matrix.one_mulVec] at hx
    exact (sub_eq_zero.mp hx).symm
  -- the expectation value of a Hermitian matrix is real
  have h1 : star (A *ᵥ x) ⬝ᵥ x = star x ⬝ᵥ (A *ᵥ x) := by
    rw [Matrix.star_mulVec, hA.eq, Matrix.dotProduct_mulVec]
  rw [hx', star_smul, smul_dotProduct, dotProduct_smul, smul_eq_mul, smul_eq_mul] at h1
  have hq : star x ⬝ᵥ x ≠ 0 := fun h2 =>
    hx0 (dotProduct_star_self_eq_zero.mp h2)
  exact hz (Complex.conj_eq_iff_im.mp (mul_right_cancel₀ hq h1))
```

For two energies \(w,z\) that are not eigenvalues of \(A\), write \(G_A(z)=(z-A)^{-1}\) and insert the identity on either side:

\[
G_A(w)-G_A(z)=G_A(w)\,[(z-A)-(w-A)]\,G_A(z)=(z-w)\,G_A(w)G_A(z).
\]

```lean
/-- The resolvent identity `G(w) - G(z) = (z - w) G(w) G(z)`, for `w` and `z` not eigenvalues. -/
theorem resolvent_identity {A : Matrix n n ℂ} {w z : ℂ}
    (hw : (w • (1 : Matrix n n ℂ) - A).det ≠ 0) (hz : (z • (1 : Matrix n n ℂ) - A).det ≠ 0) :
    green A w - green A z = (z - w) • (green A w * green A z) := by
  have h1 : green A w * (w • (1 : Matrix n n ℂ) - A) = 1 :=
    Matrix.nonsing_inv_mul _ (isUnit_iff_ne_zero.mpr hw)
  have h2 : (z • (1 : Matrix n n ℂ) - A) * green A z = 1 :=
    Matrix.mul_nonsing_inv _ (isUnit_iff_ne_zero.mpr hz)
  have h3 : (z • (1 : Matrix n n ℂ) - A) - (w • (1 : Matrix n n ℂ) - A)
      = (z - w) • (1 : Matrix n n ℂ) := by
    rw [sub_smul]; abel
  have h4 : ∀ X P Q Y : Matrix n n ℂ, X * (P * Y) - (X * Q) * Y = X * (P - Q) * Y := by
    intro X P Q Y
    noncomm_ring
  calc green A w - green A z
      = green A w * ((z • (1 : Matrix n n ℂ) - A) * green A z)
        - (green A w * (w • (1 : Matrix n n ℂ) - A)) * green A z := by
        rw [h1, h2, mul_one, one_mul]
    _ = green A w * ((z • (1 : Matrix n n ℂ) - A) - (w • (1 : Matrix n n ℂ) - A))
        * green A z := h4 _ _ _ _
    _ = (z - w) • (green A w * green A z) := by
        rw [h3, mul_smul_comm, mul_one, smul_mul_assoc]
```

Setting \(A=H_0\) and dividing by \(w-z\) gives

\[
\frac{D(w)-D(z)}{w-z}=-v^*G_0(w)G_0(z)v\;\longrightarrow\;-v^*G_0(z)^2v=D'(z).
\]

The limit uses continuity of \(G_0\), which follows from Cramer's rule: adjugate divided by determinant.

The central device here is `hasDerivAt_iff_tendsto_slope`, which turns the derivative into a limit of difference quotients over the punctured neighbourhood `𝓝[≠] z`. There \(w\ne z\), and near \(z\) the determinant of \(w-H_0\) stays nonzero, so the resolvent identity applies. `hF.congr'` then transfers the known limit to the quotient, which need only agree with it near \(z\). This takes the topology of matrices but no choice of matrix norm.

```lean
/-- Where `z` is not an eigenvalue of the host, `D'(z) = -v* (z - H0)⁻² v`. -/
theorem hasDerivAt_hybridization {H0 : Matrix n n ℂ} (v : n → ℂ) {z : ℂ}
    (hz : (z • (1 : Matrix n n ℂ) - H0).det ≠ 0) :
    HasDerivAt (hybridization H0 v) (-(star v ⬝ᵥ ((green H0 z * green H0 z) *ᵥ v))) z := by
  have hc : Continuous (fun w : ℂ => w • (1 : Matrix n n ℂ) - H0) :=
    (continuous_id.smul continuous_const).sub continuous_const
  -- the Green function is continuous, by Cramer's rule
  have hG : ContinuousAt (fun w => green H0 w) z := by
    have h : (fun w => green H0 w) = fun w : ℂ =>
        ((w • (1 : Matrix n n ℂ) - H0).det)⁻¹ • (w • (1 : Matrix n n ℂ) - H0).adjugate := by
      funext w
      rw [green, Matrix.inv_def, Ring.inverse_eq_inv']
    rw [h]
    exact (hc.matrix_det.continuousAt.inv₀ hz).smul hc.matrix_adjugate.continuousAt
  have hL : Continuous (fun M : Matrix n n ℂ => -(star v ⬝ᵥ ((M * green H0 z) *ᵥ v))) := by
    fun_prop
  have hF : Tendsto (fun w => -(star v ⬝ᵥ ((green H0 w * green H0 z) *ᵥ v))) (𝓝[≠] z)
      (𝓝 (-(star v ⬝ᵥ ((green H0 z * green H0 z) *ᵥ v)))) :=
    ((hL.tendsto (green H0 z)).comp hG.tendsto).mono_left nhdsWithin_le_nhds
  rw [hasDerivAt_iff_tendsto_slope]
  refine hF.congr' ?_
  filter_upwards [self_mem_nhdsWithin,
    nhdsWithin_le_nhds (hc.matrix_det.continuousAt.eventually_ne hz)] with w hw hdw
  have hwz : w - z ≠ 0 := sub_ne_zero.mpr hw
  -- the difference quotient follows from the resolvent identity
  rw [slope_def_field, eq_div_iff hwz]
  unfold hybridization
  rw [← dotProduct_sub, ← Matrix.sub_mulVec, resolvent_identity hdw hz,
    Matrix.smul_mulVec, dotProduct_smul, smul_eq_mul]
  ring
```

## Eliminating the host

Write \(G=\begin{pmatrix}g&b\\c&d\end{pmatrix}\). The impurity row of \(G(z-H)=1\) reads

\[
g(z-e)-bv=1,\qquad b(z-H_0)=g\,v^*.
\]

Hence \(b=g\,v^*G_0\) and \(g(z-e-D)=1\). The host block of \((z-H)G=1\) reads \((z-H_0)d=1+vb\), so

\[
d=G_0+G_0v\,g\,v^*G_0.
\]

In the code, `a` is the \(1\times1\) block holding \(g\), `hb` gives \(b\), and `hd` gives \(d\).

```lean
/-- For a Hermitian host and nonreal `z`, the impurity entry obeys `g (z - e - D) = 1`, and the
host block of the coupled Green function is `G0 + G0 v g v* G0`. -/
theorem dyson {H0 : Matrix n n ℂ} (hH : H0.IsHermitian) (e : ℝ) (v : n → ℂ) {z : ℂ}
    (hz : z.im ≠ 0) :
    impurityGreen e v H0 z * (z - e - hybridization H0 v z) = 1 ∧
    ∀ i j, green (hamiltonian e v H0) z (Sum.inr i) (Sum.inr j) = green H0 z i j +
      (green H0 z *ᵥ v) i * (impurityGreen e v H0 z * (star v ᵥ* green H0 z) j) := by
  have hherm : (hamiltonian e v H0).IsHermitian :=
    Matrix.IsHermitian.fromBlocks (by ext; simp) (by ext; simp) hH
  have hA := isUnit_iff_ne_zero.mpr (det_ne_zero hH hz)
  have hB := isUnit_iff_ne_zero.mpr (det_ne_zero hherm hz)
  let E : Matrix Unit Unit ℂ := of fun _ _ => (e : ℂ)
  let W : Matrix Unit n ℂ := of fun _ j => star (v j)
  let V : Matrix n Unit ℂ := of fun i _ => v i
  have hblk : z • (1 : Matrix (Unit ⊕ n) (Unit ⊕ n) ℂ) - hamiltonian e v H0
      = fromBlocks (z • 1 - E) (-W) (-V) (z • 1 - H0) := by
    ext (i | i) (j | j) <;> simp [hamiltonian, E, W, V, Matrix.one_apply]
  have hL : (z • 1 - hamiltonian e v H0) * green (hamiltonian e v H0) z = 1 :=
    Matrix.mul_nonsing_inv _ hB
  have hR : green (hamiltonian e v H0) z * (z • 1 - hamiltonian e v H0) = 1 :=
    Matrix.nonsing_inv_mul _ hB
  have hAr : (z • 1 - H0) * green H0 z = 1 := Matrix.mul_nonsing_inv _ hA
  have hAl : green H0 z * (z • 1 - H0) = 1 := Matrix.nonsing_inv_mul _ hA
  obtain ⟨a, b, c, d, hG⟩ : ∃ a b c d, green (hamiltonian e v H0) z = fromBlocks a b c d :=
    ⟨_, _, _, _, (fromBlocks_toBlocks _).symm⟩
  have hg : impurityGreen e v H0 z = a () () := by rw [impurityGreen, hG]; rfl
  rw [hblk, hG, fromBlocks_multiply, ← fromBlocks_one, fromBlocks_inj] at hL hR
  -- impurity-host block
  have h0 : a * W = b * (z • 1 - H0) := by
    have h := hR.2.1
    rw [Matrix.mul_neg] at h
    exact neg_add_eq_zero.mp h
  have hb : b = a * (W * green H0 z) := by
    rw [← Matrix.mul_assoc, h0, Matrix.mul_assoc, hAr, Matrix.mul_one]
  have hb' : ∀ j, b () j = a () () * (star v ᵥ* green H0 z) j := by
    intro j
    rw [hb, Matrix.mul_apply, Fintype.sum_unique]
    rfl
  -- host-host block
  have hd0 : (z • 1 - H0) * d = V * b + 1 := by
    have h := hL.2.2.2
    rw [Matrix.neg_mul] at h
    exact neg_add_eq_iff_eq_add.mp h
  have hd : d = green H0 z + (green H0 z * V) * b := by
    calc d = green H0 z * ((z • 1 - H0) * d) := by
          rw [← Matrix.mul_assoc, hAl, Matrix.one_mul]
      _ = green H0 z + (green H0 z * V) * b := by
          rw [hd0, Matrix.mul_add, Matrix.mul_one, Matrix.mul_assoc, add_comm]
  rw [hg]
  constructor
  · have e1 : (a * (z • 1 - E)) () () = a () () * (z - e) := by
      simp [Matrix.mul_apply, E]
    have e2 : (b * V) () () = a () () * hybridization H0 v z := by
      rw [hybridization, Matrix.dotProduct_mulVec, dotProduct, Finset.mul_sum, Matrix.mul_apply]
      exact Finset.sum_congr rfl fun k _ =>
        (congrArg (· * v k) (hb' k)).trans (mul_assoc _ _ _)
    have h := congrFun (congrFun hR.1 ()) ()
    rw [Matrix.mul_neg, Matrix.add_apply, Matrix.neg_apply, e1, e2, Matrix.one_apply_eq] at h
    linear_combination h
  · intro i j
    rw [hG, fromBlocks_apply₂₂, hd, Matrix.add_apply, Matrix.mul_apply, Fintype.sum_unique]
    exact congrArg (fun t => green H0 z i j + (green H0 z *ᵥ v) i * t) (hb' j)
```

## When the host trace stays put

Taking the trace of \(d-G_0\) gives

\[
\sum_i (G_0v)_i\,g\,(v^*G_0)_i=g\,v^*G_0^2v=-D'(z)g(z).
\]

The hypotheses are a Hermitian host, `hH`, and a nonreal energy, `hz`, in either half-plane.

```lean
/-- Host compensation formula: for a Hermitian host and nonreal `z`, coupling the impurity
changes the host trace of the Green function by `-D'(z) g(z)`. -/
theorem hostChange_eq {H0 : Matrix n n ℂ} (hH : H0.IsHermitian) (e : ℝ) (v : n → ℂ) {z : ℂ}
    (hz : z.im ≠ 0) :
    hostChange e v H0 z = -deriv (hybridization H0 v) z * impurityGreen e v H0 z := by
  have key : star v ⬝ᵥ ((green H0 z * green H0 z) *ᵥ v)
      = ∑ i, (star v ᵥ* green H0 z) i * (green H0 z *ᵥ v) i := by
    rw [← Matrix.mulVec_mulVec, Matrix.dotProduct_mulVec]
    rfl
  rw [(hasDerivAt_hybridization v (det_ne_zero hH hz)).deriv, key, neg_neg, hostChange,
    Finset.sum_congr rfl fun i _ => (dyson hH e v hz).2 i i, Finset.sum_add_distrib]
  simp only [Matrix.trace, Matrix.diag_apply]
  rw [add_sub_cancel_left, Finset.sum_mul]
  exact Finset.sum_congr rfl fun i _ => by ring
```

Since \(g(z-e-D)=1\), \(g\) is never zero. The host trace is therefore unchanged at \(z\) exactly when \(D'(z)=0\). The wide-band limit, with \(D\) constant throughout a half-plane, would need an infinite host if the coupling is nonzero; a finite host can still have isolated stationary points.

```lean
/-- For a Hermitian host and nonreal `z`, the host trace is unchanged by the impurity exactly
when the hybridization function is stationary at `z`. -/
theorem hostChange_eq_zero_iff {H0 : Matrix n n ℂ} (hH : H0.IsHermitian) (e : ℝ) (v : n → ℂ)
    {z : ℂ} (hz : z.im ≠ 0) :
    hostChange e v H0 z = 0 ↔ deriv (hybridization H0 v) z = 0 := by
  have hg : impurityGreen e v H0 z ≠ 0 := left_ne_zero_of_mul_eq_one (dyson hH e v hz).1
  rw [hostChange_eq hH e v hz, mul_eq_zero, neg_eq_zero, or_iff_left hg]
```

Two host levels at \(\pm1\), each coupled with amplitude 1, provide one:

\[
D'(i)=-\frac1{(i-1)^2}-\frac1{(i+1)^2}=\frac1{2i}-\frac1{2i}=0.
\]

Because \(D\) does not contain \(e\), the cancellation holds for every impurity level. The code verifies the explicit inverse `hG`, then adds the two opposite slopes.

```lean
/-- An impurity coupled with equal amplitudes 1 to two host levels at `1` and `-1` leaves the
host trace at `z = i` unchanged, whatever the impurity level. -/
theorem hostChange_two_level (e : ℝ) :
    hostChange e ![1, 1] !![1, 0; 0, -1] Complex.I = 0 := by
  have hH : (!![1, 0; 0, -1] : Matrix (Fin 2) (Fin 2) ℂ).IsHermitian := by
    ext i j
    fin_cases i <;> fin_cases j <;> simp
  have hz : Complex.I.im ≠ 0 := by simp
  have hG : green !![1, 0; 0, -1] Complex.I
      = !![(-1 - Complex.I) / 2, 0; 0, (1 - Complex.I) / 2] := by
    unfold green
    apply Matrix.inv_eq_right_inv
    ext i j
    fin_cases i <;> fin_cases j <;>
      simp [Matrix.mul_apply, Fin.sum_univ_two, Matrix.one_apply] <;>
      linear_combination (-1 / 2 : ℂ) * Complex.I_sq
  rw [hostChange_eq_zero_iff hH e _ hz,
    (hasDerivAt_hybridization _ (det_ne_zero hH hz)).deriv, hG, neg_eq_zero]
  -- the two host levels contribute opposite slopes
  simp [dotProduct, Matrix.mulVec, Matrix.mul_apply, Fin.sum_univ_succ]
  linear_combination (1 / 2 : ℂ) * Complex.I_sq

end

end ImpurityHostCompensation
```

```lean
#print axioms ImpurityHostCompensation.hostChange_eq
#print axioms ImpurityHostCompensation.hostChange_two_level
```

```
'ImpurityHostCompensation.hostChange_eq' depends on axioms: [propext, Classical.choice, Quot.sound]
'ImpurityHostCompensation.hostChange_two_level' depends on axioms: [propext, Classical.choice, Quot.sound]
```
